# The Coulomb tail of an outer electron solves its radial equation up to an inverse-square remainder

Let $I>0$ and let $q$ be real. Put $k=\sqrt{2I}$, $b=q/k-1$ and $f(r)=r^b e^{-kr}$. Then for every $r>0$, in atomic units,

$$-\tfrac12\Big(f''+\tfrac{2}{r}f'\Big)-\frac{q}{r}f+If=-\frac{b(b+1)}{2r^2}\,f .$$

With angular momentum $l$, the centrifugal term $l(l+1)f/(2r^2)$ joins the left side and the remainder becomes $\big(l(l+1)-b(b+1)\big)f/(2r^2)$. Among functions $r^\beta e^{-\kappa r}$ with $\kappa>0$, only $\kappa=k$, $\beta=b$ leaves a remainder bounded by a constant times $f/r^2$ at large $r$.

In electronic structure this bears on the long-range form of orbitals, within a model of one electron in a pure Coulomb field.

## One electron in the field of a residual charge

The potential is assumed to be exactly $-q/r$. For an atom with nuclear charge $Z$ and $N$ electrons, $q=Z-N+1$ is the charge that the outer electron sees once it is far from the others. The number $I$ is its ionization energy, so its energy is $-I$. Both enter as given real numbers, and no relation between them is derived from a many-electron Hamiltonian.

```lean
import Mathlib

namespace OuterElectronTail

noncomputable section
```

The trial function has a free power $\beta$ and a free decay rate $\kappa$, so that the special values can be singled out later.

```lean
/-- The radial function `r ^ β * exp (-κ r)` with power `β` and decay rate `κ`. -/
def tail (β κ r : ℝ) : ℝ := r ^ β * Real.exp (-κ * r)
```

The operator acts on a real function of a real variable. Here `deriv` is the ordinary derivative, and the natural number `l` is read as a real number in the centrifugal term.

```lean
/-- The radial operator of an outer electron (atomic units) with angular momentum `l`,
residual charge `q` and ionization energy `I`, applied to `f` at radius `r`. -/
def radialOperator (l : ℕ) (q I : ℝ) (f : ℝ → ℝ) (r : ℝ) : ℝ :=
  -(deriv (deriv f) r + 2 / r * deriv f r) / 2 + l * (l + 1) / (2 * r ^ 2) * f r
    - q / r * f r + I * f r
```

The hand derivation uses the assumed potential when it collects the $1/r$ terms. The proofs use it whenever they unfold `radialOperator`. If a further potential $v(r)$ is present, $v(r)f$ is added to the remainder. A polarisation term $-\alpha/(2r^4)$, with $\alpha$ the polarisability of the core, for instance, is smaller than the inverse-square remainder at large $r$ when the latter is nonzero.

The two special values are `decayRate I` for $k$ and `tailPower q I` for $b$.

```lean
/-- The decay rate `k = √(2I)` set by the ionization energy. -/
def decayRate (I : ℝ) : ℝ := Real.sqrt (2 * I)

/-- The power `b = q / k - 1` set by the residual charge and the decay rate. -/
def tailPower (q I : ℝ) : ℝ := q / decayRate I - 1
```

## Positive radius

The condition $r>0$ keeps the electron away from the origin, where the Coulomb and centrifugal terms are singular. By hand it is used in every differentiation. For $f=r^\beta e^{-\kappa r}$,

$$f'=\Big(\frac{\beta}{r}-\kappa\Big)f,\qquad f''=\Big[\Big(\frac{\beta}{r}-\kappa\Big)^2-\frac{\beta}{r^2}\Big]f .$$

Expanding the square and adding $2f'/r$ gives

$$f''+\frac2r f'=\Big[\kappa^2-\frac{2\kappa(\beta+1)}{r}+\frac{\beta(\beta+1)}{r^2}\Big]f,$$

and therefore the full operator multiplies $f$ by

$$\Big(I-\frac{\kappa^2}{2}\Big)+\frac{\kappa(\beta+1)-q}{r}+\frac{l(l+1)-\beta(\beta+1)}{2r^2}.$$

The first lemma records that the tail is positive, which later permits division by it.

```lean
/-- The tail is positive at every positive radius. -/
theorem tail_pos (β κ : ℝ) {r : ℝ} (hr : 0 < r) : 0 < tail β κ r :=
  mul_pos (Real.rpow_pos_of_pos hr β) (Real.exp_pos _)
```

The first derivative is the product rule applied to the power and the exponential.

```lean
/-- The logarithmic derivative of the tail is `β / r - κ`. -/
theorem tail_hasDerivAt (β κ : ℝ) {r : ℝ} (hr : 0 < r) :
    HasDerivAt (tail β κ) ((β / r - κ) * tail β κ r) r := by
  have hp : HasDerivAt (fun x : ℝ => x ^ β) (β * r ^ (β - 1)) r :=
    Real.hasDerivAt_rpow_const (Or.inl hr.ne')
  have he : HasDerivAt (fun x : ℝ => Real.exp (-κ * x))
      (Real.exp (-κ * r) * (-κ * 1)) r :=
    ((hasDerivAt_id' r).const_mul (-κ)).exp
  refine (hp.fun_mul he).congr_deriv ?_
  rw [Real.rpow_sub_one hr.ne']
  unfold tail
  ring
```

For the second derivative, the formula for $f'$ must hold on a neighbourhood of $r$ and not just at $r$. It does, because all points close to a positive $r$ are positive; this is the content of `heq`. The product rule then applies again.

```lean
/-- The second derivative of the tail at a positive radius. -/
theorem tail_deriv_deriv (β κ : ℝ) {r : ℝ} (hr : 0 < r) :
    deriv (deriv (tail β κ)) r = ((β / r - κ) ^ 2 - β / r ^ 2) * tail β κ r := by
  -- near `r` the first derivative is given by the previous formula
  have heq : deriv (tail β κ) =ᶠ[nhds r] fun x => (β / x - κ) * tail β κ x :=
    (eventually_gt_nhds hr).mono fun x hx => (tail_hasDerivAt β κ hx).deriv
  have h1 : HasDerivAt (fun x : ℝ => β / x - κ) ((0 * r - β * 1) / r ^ 2) r :=
    ((hasDerivAt_const r β).fun_div (hasDerivAt_id' r) hr.ne').sub_const κ
  refine heq.deriv_eq.trans
    ((h1.fun_mul (tail_hasDerivAt β κ hr)).congr_deriv ?_).deriv
  ring
```

Substituting both derivatives and letting `ring` collect powers of $1/r$ gives the three-term formula.

```lean
/-- Acting on a tail with any power and decay rate, the radial operator multiplies it by a
constant, a Coulomb-like and an inverse-square term. -/
theorem radialOperator_tail (l : ℕ) (q I β κ : ℝ) {r : ℝ} (hr : 0 < r) :
    radialOperator l q I (tail β κ) r =
      ((I - κ ^ 2 / 2) + (κ * (β + 1) - q) / r
        + (l * (l + 1) - β * (β + 1)) / (2 * r ^ 2)) * tail β κ r := by
  rw [radialOperator, tail_deriv_deriv β κ hr, (tail_hasDerivAt β κ hr).deriv]
  ring
```

The identity of the opening does not extend to $r=0$. Take $l=0$ and $q=2k$, so that $b=1$ and $f=re^{-kr}$. Then both sides equal $-e^{-kr}/r$ for $r>0$, so both diverge as $r\to0$ and neither has a value at the origin. In Lean, where division by zero returns zero, the left side at $r=0$ is $k$ and the right side is $0$.

## Positive ionization energy

The condition $I>0$ makes the energy $-I$ negative, as it is for a bound electron. By hand it makes $k$ a positive real number, so that $q/k$ is defined and

$$k^2=2I,\qquad k(b+1)=q .$$

Setting $\kappa=k$ and $\beta=b$ in the three-term formula, the first relation removes the constant and the second removes the $1/r$ term. Only the inverse-square term is left. The two relations are proved together with the positivity of $k$.

```lean
/-- The decay rate is positive, its square is `2I`, and `k (b + 1) = q`. -/
theorem exponent_relations (q : ℝ) {I : ℝ} (hI : 0 < I) :
    0 < decayRate I ∧ decayRate I ^ 2 = 2 * I ∧
      decayRate I * (tailPower q I + 1) = q := by
  have hk : 0 < decayRate I := Real.sqrt_pos.mpr (by linarith)
  refine ⟨hk, Real.sq_sqrt (by linarith), ?_⟩
  have hne := hk.ne'
  rw [tailPower, sub_add_cancel]
  field_simp
```

The main theorem holds for every natural number $l$, every real $q$ and every positive $I$ and $r$. The `linear_combination` step is the cancellation just described: it adds $-\tfrac12 f$ times the first relation and $f/r$ times the second.

```lean
/-- The tail `r ^ b * exp (-k r)` solves the asymptotic equation of an outer electron with
angular momentum `l` up to the inverse-square remainder `(l(l+1) - b(b+1)) f / (2r²)`. -/
theorem asymptotic_equation (l : ℕ) (q : ℝ) {I r : ℝ} (hI : 0 < I) (hr : 0 < r) :
    radialOperator l q I (tail (tailPower q I) (decayRate I)) r =
      (l * (l + 1) - tailPower q I * (tailPower q I + 1)) / (2 * r ^ 2)
        * tail (tailPower q I) (decayRate I) r := by
  obtain ⟨_, hk, hq⟩ := exponent_relations q hI
  rw [radialOperator_tail l q I _ _ hr]
  -- the constant and the Coulomb-like terms cancel
  linear_combination (-(1 / 2) * tail (tailPower q I) (decayRate I) r) * hk
    + (tail (tailPower q I) (decayRate I) r / r) * hq
```

For $l=0$ the centrifugal term vanishes and the equation at the top of the text results, written with plain derivatives.

```lean
/-- For an s electron the remainder is `-b(b+1) f / (2r²)`. -/
theorem asymptotic_equation_s_wave (q : ℝ) {I r : ℝ} (hI : 0 < I) (hr : 0 < r) :
    let b := tailPower q I
    let f := tail b (decayRate I);
    -(deriv (deriv f) r + 2 * deriv f r / r) / 2 - q / r * f r + I * f r =
      -(b * (b + 1)) * f r / (2 * r ^ 2) := by
  intro b f
  simp only [b, f]
  have h := asymptotic_equation 0 q hI hr
  simp only [radialOperator, Nat.cast_zero] at h
  linear_combination h
```

Without $I>0$ there may be no suitable tail at all. For $I=-\tfrac12$, an electron in the continuum, the constant $I-\kappa^2/2$ is at most $-\tfrac12$ for every real $\kappa$. For $I=0$ and $q=1$, the constant vanishes only at $\kappa=0$, and then the $1/r$ coefficient is $-1$ whatever $\beta$ is.

In a radial solver that integrates inward from a large radius $r_{\max}$, the tail can supply the starting slope $f'/f=b/r_{\max}-k$. A code that stores $u=rf$ needs $u'/u=q/(k\,r_{\max})-k$ instead. Provided the potential is already $-q/r$ from $r_{\max}$ outward, comparing $|l(l+1)-b(b+1)|/(2r_{\max}^2)$ with $I$ gives a rough indication of how accurate this slope is.

## A decaying tail

The condition $\kappa>0$ selects functions that fall off exponentially, as a bound state of negative energy does when the potential is $-q/r$ at large $r$. It matters for the converse, where $\kappa$ and $\beta$ are unknown.

Suppose the operator applied to $f=r^\beta e^{-\kappa r}$ is at most $Cf/r^2$ in size for all large $r$. Write $A=I-\kappa^2/2$, $B=\kappa(\beta+1)-q$ and $D=l(l+1)-\beta(\beta+1)$. Dividing by $f>0$ and multiplying by $r^2$ gives

$$|Ar^2+Br|\le M,\qquad M=C+\tfrac12|D| .$$

For $r\ge1$ it follows that $|A|r^2\le M+|B|r\le(M+|B|)r$, hence $|A|r\le M+|B|$. As $r$ grows without bound, $A=0$. Then $|B|r\le M$, and $B=0$ for the same reason.

In the lemma, `grow` is the statement that a linear function bounded at large radius has zero slope, `key` is the displayed inequality, and the two coefficients are then treated in the order above.

```lean
/-- If a constant, a `1/r` and a `1/r²` term add up to something of size `1/r²` at large
radius, then the constant and the `1/r` coefficient vanish. -/
theorem leading_coefficients_vanish {A B D C R : ℝ}
    (h : ∀ r, 1 ≤ r → R ≤ r → |A + B / r + D / (2 * r ^ 2)| ≤ C / r ^ 2) :
    A = 0 ∧ B = 0 := by
  -- a linear function bounded at large radius has zero slope
  have grow : ∀ X M : ℝ, (∀ r, 1 ≤ r → R ≤ r → |X| * r ≤ M) → X = 0 := by
    intro X M hX
    by_contra hne
    have hp : 0 < |X| := abs_pos.mpr hne
    obtain ⟨r, h1, h2, h3⟩ : ∃ r, 1 ≤ r ∧ R ≤ r ∧ (M + 1) / |X| ≤ r :=
      ⟨max (max 1 R) ((M + 1) / |X|), le_trans (le_max_left _ _) (le_max_left _ _),
        le_trans (le_max_right _ _) (le_max_left _ _), le_max_right _ _⟩
    have h4 := (div_le_iff₀ hp).mp h3
    have h5 := hX r h1 h2
    linarith
  have key : ∀ r, 1 ≤ r → R ≤ r → |A * r ^ 2 + B * r| ≤ C + |D / 2| := by
    intro r h1 h2
    have hr : 0 < r := by linarith
    have hr2 : (0 : ℝ) < r ^ 2 := by positivity
    have h3 := (le_div_iff₀ hr2).mp (h r h1 h2)
    have e : A * r ^ 2 + B * r = (A + B / r + D / (2 * r ^ 2)) * r ^ 2 - D / 2 := by
      field_simp
      ring
    have h4 := norm_sub_le ((A + B / r + D / (2 * r ^ 2)) * r ^ 2) (D / 2)
    rw [← e, Real.norm_eq_abs, Real.norm_eq_abs, Real.norm_eq_abs, abs_mul,
      abs_of_pos hr2] at h4
    linarith
  have hA : A = 0 := by
    refine grow A (C + |D / 2| + |B|) fun r h1 h2 => ?_
    have hr : 0 < r := by linarith
    have hr2 : (0 : ℝ) < r ^ 2 := by positivity
    have h3 := key r h1 h2
    have hM : 0 ≤ C + |D / 2| := le_trans (abs_nonneg _) h3
    have h4 := norm_sub_le (A * r ^ 2 + B * r) (B * r)
    rw [add_sub_cancel_right, Real.norm_eq_abs, Real.norm_eq_abs, Real.norm_eq_abs,
      abs_mul A, abs_mul B, abs_of_pos hr2, abs_of_pos hr] at h4
    refine le_of_mul_le_mul_right ?_ hr
    nlinarith [mul_nonneg hM (sub_nonneg.mpr h1)]
  refine ⟨hA, grow B (C + |D / 2|) fun r h1 h2 => ?_⟩
  have hr : 0 < r := by linarith
  have h3 := key r h1 h2
  rwa [hA, zero_mul, zero_add, abs_mul, abs_of_pos hr] at h3
```

From $A=0$ comes $\kappa^2=2I$, and here $\kappa>0$ is used to choose the positive root: `Real.sqrt_sq hκ.le` turns $\sqrt{\kappa^2}$ into $\kappa$. From $B=0$ comes $\beta=q/\kappa-1$, where dividing by $\kappa$ is allowed because it is not zero.

The theorem states the size condition as the existence of real numbers `C` and `R` such that the bound holds for all positive $r\ge R$. In the reverse direction, the main theorem supplies the bound with $C=|D|/2$ and $R=0$.

```lean
/-- Among decaying tails, the remainder is at most a constant times `f / r²` at large radius
exactly when the decay rate is `√(2I)` and the power is `q / √(2I) - 1`. -/
theorem inverse_square_remainder_iff (l : ℕ) (q β : ℝ) {I κ : ℝ} (hI : 0 < I)
    (hκ : 0 < κ) :
    (∃ C R : ℝ, ∀ r, 0 < r → R ≤ r →
        |radialOperator l q I (tail β κ) r| ≤ C / r ^ 2 * tail β κ r) ↔
      κ = decayRate I ∧ β = tailPower q I := by
  constructor
  · rintro ⟨C, R, h⟩
    obtain ⟨hA, hB⟩ := leading_coefficients_vanish (A := I - κ ^ 2 / 2)
      (B := κ * (β + 1) - q) (D := l * (l + 1) - β * (β + 1)) (C := C) (R := R) (by
        intro r h1 h2
        have hr : 0 < r := by linarith
        have h3 := h r hr h2
        rw [radialOperator_tail l q I β κ hr, abs_mul, abs_of_pos (tail_pos β κ hr)] at h3
        exact le_of_mul_le_mul_right h3 (tail_pos β κ hr))
    have hk : κ = decayRate I := by
      rw [decayRate, show 2 * I = κ ^ 2 by linarith, Real.sqrt_sq hκ.le]
    refine ⟨hk, ?_⟩
    rw [tailPower, ← hk]
    exact eq_sub_of_add_eq ((eq_div_iff hκ.ne').mpr (by linarith))
  · rintro ⟨hk, hb⟩
    refine ⟨|(l * (l + 1) - β * (β + 1)) / 2|, 0, fun r hr _ => ?_⟩
    have hr2 : (0 : ℝ) < r ^ 2 := by positivity
    have e : |(l * (l + 1) - β * (β + 1)) / (2 * r ^ 2)|
        = |(l * (l + 1) - β * (β + 1)) / 2| / r ^ 2 := by
      rw [← div_div, abs_div _ (r ^ 2), abs_of_pos hr2]
    have h := asymptotic_equation l q hI hr
    rw [← hk, ← hb] at h
    rw [h, abs_mul, abs_of_pos (tail_pos β κ hr), e]
```

Without $\kappa>0$ a growing function also qualifies. Take $I=\tfrac12$, $q=1$ and $l=0$, so that $k=1$. The function $e^{r}/r^2$, with $\kappa=-1$ and $\beta=-2$, has remainder $-f/r^2$, although $\kappa\ne k$.

The comparison is among pure tails $r^\beta e^{-\kappa r}$; that an actual eigenfunction approaches such a tail would need a separate argument about solutions of the differential equation.

## Charges for which the remainder vanishes

So far $q$ has been any real number: positive for attraction, zero for an electron leaving a neutral core, negative for repulsion. A condition on $q$ appears only when the tail is required to solve the equation exactly. By hand, the coefficient factorises as

$$l(l+1)-b(b+1)=(l-b)(l+b+1).$$

It vanishes when $b=l$ or $b=-l-1$. Since $q=k(b+1)$, these cases are $q=k(l+1)$ and $q=-kl$.

The first gives $f=r^l e^{-kr}$ with $I=q^2/\big(2(l+1)^2\big)$, the nodeless hydrogen-like radial function, unnormalised. The second gives $f=r^{-l-1}e^{-kr}$, which is singular at the origin. For $l=0$ it has $q=0$ and is $e^{-kr}/r$, a solution of the free equation away from the origin.

In the proof, the forward direction evaluates the equation at $r=1$, which suffices because the coefficient does not depend on $r$. Positivity of the tail allows it to be divided out, and the product `h3` then splits into the two cases. The reverse direction cancels the positive factor $k$ to recover $b$ from $q$, so that one factor vanishes and the remainder is zero at every positive radius.

```lean
/-- The tail solves the radial equation exactly at all positive radii if and only if
`q = k (l + 1)` or `q = -k l`. -/
theorem exact_solution_iff (l : ℕ) (q : ℝ) {I : ℝ} (hI : 0 < I) :
    (∀ r, 0 < r → radialOperator l q I (tail (tailPower q I) (decayRate I)) r = 0) ↔
      q = decayRate I * (l + 1) ∨ q = -(decayRate I * l) := by
  obtain ⟨hk, _, hq⟩ := exponent_relations q hI
  constructor
  · intro h
    have h1 := h 1 one_pos
    rw [asymptotic_equation l q hI one_pos] at h1
    have h2 := (mul_eq_zero.mp h1).resolve_right (tail_pos _ _ one_pos).ne'
    -- the inverse-square coefficient factorises
    have h3 : ((l : ℝ) - tailPower q I) * (l + tailPower q I + 1) = 0 := by
      linear_combination 2 * h2
    rcases mul_eq_zero.mp h3 with h4 | h4
    · left
      linear_combination -hq - decayRate I * h4
    · right
      linear_combination -hq + decayRate I * h4
  · intro h r hr
    rw [asymptotic_equation l q hI hr]
    have h3 : ((l : ℝ) - tailPower q I) * (l + tailPower q I + 1) = 0 := by
      rcases h with h | h
      · have h4 : (l : ℝ) - tailPower q I = 0 :=
          mul_left_cancel₀ hk.ne' (by linear_combination -h - hq)
        rw [h4, zero_mul]
      · have h4 : (l : ℝ) + tailPower q I + 1 = 0 :=
          mul_left_cancel₀ hk.ne' (by linear_combination h + hq)
        rw [h4, mul_zero]
    linear_combination (tail (tailPower q I) (decayRate I) r / (2 * r ^ 2)) * h3

end

end OuterElectronTail
```

For other charges the tail is only approximate. With $I=\tfrac12$, $q=2$ and $l=0$ one has $k=b=1$, and $f=re^{-r}$ leaves the remainder $-f/r^2$.

```lean
#print axioms OuterElectronTail.asymptotic_equation
#print axioms OuterElectronTail.asymptotic_equation_s_wave
#print axioms OuterElectronTail.inverse_square_remainder_iff
#print axioms OuterElectronTail.exact_solution_iff
```

```
'OuterElectronTail.asymptotic_equation' depends on axioms: [propext, Classical.choice, Quot.sound]
'OuterElectronTail.asymptotic_equation_s_wave' depends on axioms: [propext, Classical.choice, Quot.sound]
'OuterElectronTail.inverse_square_remainder_iff' depends on axioms: [propext, Classical.choice, Quot.sound]
'OuterElectronTail.exact_solution_iff' depends on axioms: [propext, Classical.choice, Quot.sound]
```
